# Bond-length disorder at fixed mean distance raises the mean point-charge 10Dq of regular octahedra with negative ligands

## Do short and long bonds cancel?

Let a disordered sample consist of regular octahedra $i$ with metal-ligand distances $r_i>0$ and weights $w_i>0$, $\sum_i w_i=1$. Write $\langle f\rangle=\sum_i w_i f(r_i)$, and let $R=\langle r\rangle$, $s=\langle (r-R)^2\rangle$ and $c=\langle (r-R)^3\rangle$. In the point-charge model the 10Dq of one octahedron is

$$\Delta(r)=\frac{5}{3}\,\frac{q\,m}{r^5},$$

where $q$ is the product of electron and ligand charge (positive for negative ligands, Coulomb constant set to one) and $m$ is the mean fourth power of the d-electron radius.

For an L-edge simulation I would insert $\Delta(R)$. If the distances scatter symmetrically about $R$, don't the short and long bonds cancel? If they don't, can I estimate the shift from $s$ alone?

## Short bonds outweigh long ones

They don't cancel: for negative ligands, any spread raises the mean 10Dq above $\Delta(R)$. The variance alone gives a safe lower estimate of the rise when $c\le 0$, which includes symmetric scatter, but not in general.

Expand $r^{-5}$ about $R$ to third order and keep the remainder $E_R(r)$:

$$\frac1{r^5}=\frac1{R^5}-\frac{5(r-R)}{R^6}+\frac{15(r-R)^2}{R^7}-\frac{35(r-R)^3}{R^8}+E_R(r),$$

$$E_R(r)=\frac{(r-R)^4\,(R^4+4R^3r+10R^2r^2+20Rr^3+35r^4)}{R^8r^5}.$$

To check this, multiply by $R^8r^5$. Both $R^8$ minus the polynomial terms and the numerator of $E_R$ equal $R^8-56R^3r^5+140R^2r^6-120Rr^7+35r^8$.

Now average. Since $\langle r-R\rangle=0$,

$$\langle r^{-5}\rangle=\frac1{R^5}\left(1+\frac{15s}{R^2}-\frac{35c}{R^3}\right)+\langle E_R\rangle .$$

The remainder is nonnegative and vanishes only at $r=R$. Dropping it therefore leaves a lower bound, with equality exactly when every $r_i=R$, that is, when $s=0$.

If $s>0$ and $c\le0$, multiplying by $5qm/3>0$ gives $\langle\Delta\rangle>\Delta(R)(1+15s/R^2)$.

For large positive $c$ the bracket can fall below one, so this bound does not prove the rise for arbitrary disorder. The tangent line does:

$$\frac1{r^5}=\frac1{R^5}-\frac{5(r-R)}{R^6}+(r-R)^2\,\frac{R^4+2R^3r+3R^2r^2+4Rr^3+5r^4}{R^6r^5}.$$

The linear term averages to zero and the last term is positive unless $r=R$. Hence $\langle\Delta\rangle>\Delta(R)$ whenever $s>0$.

Without a condition on $c$, the variance-only estimate can fail. Take distances $0.9$ and $1.3$ in units of their mean, a spread exaggerated for clarity, with weights $3/4$ and $1/4$: then $R=1$, $s=0.03$, $c=0.006$, and $\langle r^{-5}\rangle\approx1.337$, below $1+15s=1.45$.

In the Lean file, `BondDistribution` holds the weights and distances, and `avg`, `meanDist`, `variance` and `thirdMoment` are $\langle\cdot\rangle$, $R$, $s$ and $c$. `moment_bound` states the inequality and its equality case. `disorder_raises_tenDq` assumes $q,m,s>0$; `symmetric_disorder_tenDq` adds only `D.thirdMoment ≤ 0`, which is weaker than symmetry.

The formula `tenDq` is assumed, with $q$ and $m$ the same at every distance. Covalency and unequal bonds within one octahedron are left out, and the result concerns the mean 10Dq, not the averaged spectrum.

```lean
import Mathlib

open Finset

namespace LigandFieldDisorder

noncomputable section

/-- A finite distribution of metal-ligand distances: positive weights with sum one,
and positive distances. -/
structure BondDistribution (ι : Type*) [Fintype ι] where
  weight : ι → ℝ
  dist : ι → ℝ
  weight_pos : ∀ i, 0 < weight i
  weight_sum : ∑ i, weight i = 1
  dist_pos : ∀ i, 0 < dist i

variable {ι : Type*} [Fintype ι]

/-- The average of a function of the metal-ligand distance. -/
def BondDistribution.avg (D : BondDistribution ι) (f : ℝ → ℝ) : ℝ :=
  ∑ i, D.weight i * f (D.dist i)

/-- The mean metal-ligand distance. -/
def BondDistribution.meanDist (D : BondDistribution ι) : ℝ := D.avg (fun r => r)

/-- The variance of the metal-ligand distance. -/
def BondDistribution.variance (D : BondDistribution ι) : ℝ :=
  D.avg (fun r => (r - D.meanDist) ^ 2)

/-- The third central moment of the metal-ligand distance. -/
def BondDistribution.thirdMoment (D : BondDistribution ι) : ℝ :=
  D.avg (fun r => (r - D.meanDist) ^ 3)

/-- The point-charge splitting 10Dq of a regular octahedron with metal-ligand distance `r ≠ 0`;
`q` is the product of electron and ligand charge, `m` the mean fourth power of the
d-electron radius. -/
def tenDq (q m r : ℝ) : ℝ := 5 / 3 * q * m / r ^ 5

/-- The part of `1 / r ^ 5` beyond third order in `r - R`, for nonzero `r` and `R`. -/
def excess (R r : ℝ) : ℝ :=
  (r - R) ^ 4 * (R ^ 4 + 4 * R ^ 3 * r + 10 * R ^ 2 * r ^ 2 + 20 * R * r ^ 3 + 35 * r ^ 4)
    / (R ^ 8 * r ^ 5)

/-- The expansion of `1 / r ^ 5` about `R` to third order, with its exact remainder,
for positive distances. -/
theorem inv_pow_five_expansion {R r : ℝ} (hR : 0 < R) (hr : 0 < r) :
    1 / r ^ 5 = 1 / R ^ 5 - 5 / R ^ 6 * (r - R) + 15 / R ^ 7 * (r - R) ^ 2
      - 35 / R ^ 8 * (r - R) ^ 3 + excess R r := by
  have h1 := hR.ne'
  have h2 := hr.ne'
  unfold excess
  field_simp
  ring

/-- For positive distances the remainder is positive away from `r = R`. -/
theorem excess_pos {R r : ℝ} (hR : 0 < R) (hr : 0 < r) (h : r ≠ R) : 0 < excess R r := by
  have h4 : 0 < (r - R) ^ 4 := Even.pow_pos (by decide) (sub_ne_zero.2 h)
  exact div_pos (mul_pos h4 (by positivity)) (by positivity)

/-- The mean metal-ligand distance is positive. -/
theorem meanDist_pos (D : BondDistribution ι) : 0 < D.meanDist := by
  have h : ∑ i, D.weight i ≠ 0 := by
    rw [D.weight_sum]
    exact one_ne_zero
  exact Finset.sum_pos (fun i _ => mul_pos (D.weight_pos i) (D.dist_pos i))
    (Finset.nonempty_of_sum_ne_zero h)

/-- The mean deviation from the mean distance vanishes. -/
theorem sum_deviation (D : BondDistribution ι) :
    ∑ i, D.weight i * (D.dist i - D.meanDist) = 0 := by
  simp only [mul_sub, Finset.sum_sub_distrib, ← Finset.sum_mul, D.weight_sum, one_mul]
  exact sub_self _

/-- The variance vanishes exactly when every distance equals the mean distance. -/
theorem variance_eq_zero_iff (D : BondDistribution ι) :
    D.variance = 0 ↔ ∀ i, D.dist i = D.meanDist := by
  have hn : ∀ i ∈ (univ : Finset ι), 0 ≤ D.weight i * (D.dist i - D.meanDist) ^ 2 :=
    fun i _ => mul_nonneg (D.weight_pos i).le (sq_nonneg _)
  constructor
  · intro h i
    have h' : ∑ i, D.weight i * (D.dist i - D.meanDist) ^ 2 = 0 := h
    have hi := (Finset.sum_eq_zero_iff_of_nonneg hn).1 h' i (mem_univ i)
    rcases mul_eq_zero.1 hi with h0 | h0
    · exact absurd h0 (D.weight_pos i).ne'
    · exact sub_eq_zero.1 (pow_eq_zero_iff two_ne_zero |>.1 h0)
  · intro h
    show ∑ i, D.weight i * (D.dist i - D.meanDist) ^ 2 = 0
    exact Finset.sum_eq_zero fun i _ => by rw [h i]; ring

/-- The mean of `1 / r ^ 5` is its value from the first three moments plus the mean remainder. -/
theorem avg_expansion (D : BondDistribution ι) :
    D.avg (fun r => 1 / r ^ 5) = 1 / D.meanDist ^ 5 *
      (1 + 15 * D.variance / D.meanDist ^ 2 - 35 * D.thirdMoment / D.meanDist ^ 3)
      + D.avg (excess D.meanDist) := by
  have hV : ∑ i, D.weight i * (D.dist i - D.meanDist) ^ 2 = D.variance := rfl
  have hC : ∑ i, D.weight i * (D.dist i - D.meanDist) ^ 3 = D.thirdMoment := rfl
  have hE : ∑ i, D.weight i * excess D.meanDist (D.dist i) = D.avg (excess D.meanDist) := rfl
  have hsum : D.avg (fun r => 1 / r ^ 5) = ∑ i, (1 / D.meanDist ^ 5 * D.weight i
      - 5 / D.meanDist ^ 6 * (D.weight i * (D.dist i - D.meanDist))
      + 15 / D.meanDist ^ 7 * (D.weight i * (D.dist i - D.meanDist) ^ 2)
      - 35 / D.meanDist ^ 8 * (D.weight i * (D.dist i - D.meanDist) ^ 3)
      + D.weight i * excess D.meanDist (D.dist i)) :=
    Finset.sum_congr rfl fun i _ => by
      linear_combination D.weight i * inv_pow_five_expansion (meanDist_pos D) (D.dist_pos i)
  -- the linear term averages to zero
  rw [hsum]
  simp only [Finset.sum_add_distrib, Finset.sum_sub_distrib, ← Finset.mul_sum]
  rw [D.weight_sum, sum_deviation, hV, hC, hE]
  ring

/-- The mean of `1 / r ^ 5` is bounded below by its third-order moment expansion about the
mean distance, with equality if and only if the variance vanishes. -/
theorem moment_bound (D : BondDistribution ι) :
    1 / D.meanDist ^ 5 *
      (1 + 15 * D.variance / D.meanDist ^ 2 - 35 * D.thirdMoment / D.meanDist ^ 3)
      ≤ D.avg (fun r => 1 / r ^ 5) ∧
    (D.avg (fun r => 1 / r ^ 5) = 1 / D.meanDist ^ 5 *
      (1 + 15 * D.variance / D.meanDist ^ 2 - 35 * D.thirdMoment / D.meanDist ^ 3)
      ↔ D.variance = 0) := by
  have hR := meanDist_pos D
  have hn : ∀ i ∈ (univ : Finset ι), 0 ≤ D.weight i * excess D.meanDist (D.dist i) := by
    intro i _
    have hr := D.dist_pos i
    have hw := D.weight_pos i
    unfold excess
    positivity
  have h0 : 0 ≤ D.avg (excess D.meanDist) := Finset.sum_nonneg hn
  rw [avg_expansion D]
  refine ⟨by linarith, ?_⟩
  rw [add_eq_left, variance_eq_zero_iff]
  constructor
  · intro h i
    by_contra hne
    have hi := (Finset.sum_eq_zero_iff_of_nonneg hn).1 h i (mem_univ i)
    exact (mul_pos (D.weight_pos i) (excess_pos hR (D.dist_pos i) hne)).ne' hi
  · intro h
    show ∑ i, D.weight i * excess D.meanDist (D.dist i) = 0
    exact Finset.sum_eq_zero fun i _ => by rw [h i]; simp [excess]

/-- The mean 10Dq is the point-charge prefactor times the mean of `1 / r ^ 5`. -/
theorem avg_tenDq (D : BondDistribution ι) (q m : ℝ) :
    D.avg (tenDq q m) = 5 / 3 * q * m * D.avg (fun r => 1 / r ^ 5) := by
  unfold BondDistribution.avg tenDq
  rw [Finset.mul_sum]
  exact Finset.sum_congr rfl fun i _ => by ring

/-- For positive `q` and `m`, any bond disorder of nonzero variance raises the mean 10Dq above
its value at the mean distance. -/
theorem disorder_raises_tenDq (D : BondDistribution ι) {q m : ℝ} (hq : 0 < q) (hm : 0 < m)
    (hs : 0 < D.variance) : tenDq q m D.meanDist < D.avg (tenDq q m) := by
  have hR := meanDist_pos D
  -- the tangent line at the mean distance, with its exact remainder
  have tangent : ∀ r : ℝ, 0 < r → 1 / r ^ 5 = 1 / D.meanDist ^ 5
      - 5 / D.meanDist ^ 6 * (r - D.meanDist) + (r - D.meanDist) ^ 2 *
        ((D.meanDist ^ 4 + 2 * D.meanDist ^ 3 * r + 3 * D.meanDist ^ 2 * r ^ 2
          + 4 * D.meanDist * r ^ 3 + 5 * r ^ 4) / (D.meanDist ^ 6 * r ^ 5)) := by
    intro r hr
    have h1 := hR.ne'
    have h2 := hr.ne'
    field_simp
    ring
  obtain ⟨j, hj⟩ : ∃ j, D.dist j ≠ D.meanDist := by
    by_contra h
    push Not at h
    exact hs.ne' ((variance_eq_zero_iff D).2 h)
  have hlt : ∑ i, (1 / D.meanDist ^ 5 * D.weight i
      - 5 / D.meanDist ^ 6 * (D.weight i * (D.dist i - D.meanDist)))
      < ∑ i, D.weight i * (1 / D.dist i ^ 5) := by
    apply Finset.sum_lt_sum
    · intro i _
      have hr := D.dist_pos i
      have h : 1 / D.meanDist ^ 5 - 5 / D.meanDist ^ 6 * (D.dist i - D.meanDist)
          ≤ 1 / D.dist i ^ 5 := by
        rw [tangent _ hr]
        exact le_add_of_nonneg_right (by positivity)
      have h' := mul_le_mul_of_nonneg_left h (D.weight_pos i).le
      linarith
    · refine ⟨j, mem_univ j, ?_⟩
      have hr := D.dist_pos j
      have h2 : 0 < (D.dist j - D.meanDist) ^ 2 := Even.pow_pos (by decide) (sub_ne_zero.2 hj)
      have h : 1 / D.meanDist ^ 5 - 5 / D.meanDist ^ 6 * (D.dist j - D.meanDist)
          < 1 / D.dist j ^ 5 := by
        rw [tangent _ hr]
        exact lt_add_of_pos_right _ (mul_pos h2 (by positivity))
      have h' := mul_lt_mul_of_pos_left h (D.weight_pos j)
      linarith
  simp only [Finset.sum_sub_distrib, ← Finset.mul_sum] at hlt
  rw [D.weight_sum, sum_deviation, mul_one, mul_zero, sub_zero] at hlt
  have hK : 0 < 5 / 3 * q * m := by positivity
  rw [avg_tenDq]
  calc tenDq q m D.meanDist = 5 / 3 * q * m * (1 / D.meanDist ^ 5) := by unfold tenDq; ring
    _ < _ := mul_lt_mul_of_pos_left hlt hK

/-- For positive `q` and `m`, disorder of nonzero variance whose third central moment is zero or
negative raises the mean 10Dq above its value at the mean distance by more than the fraction
`15 s / R ^ 2` of that value, with `s` the variance and `R` the mean distance. -/
theorem symmetric_disorder_tenDq (D : BondDistribution ι) {q m : ℝ} (hq : 0 < q) (hm : 0 < m)
    (hs : 0 < D.variance) (hc : D.thirdMoment ≤ 0) :
    tenDq q m D.meanDist * (1 + 15 * D.variance / D.meanDist ^ 2) < D.avg (tenDq q m) := by
  have hR := meanDist_pos D
  have h1 := lt_of_le_of_ne (moment_bound D).1
    (fun h => hs.ne' ((moment_bound D).2.1 h.symm))
  have h2 : 35 * D.thirdMoment / D.meanDist ^ 3 ≤ 0 :=
    div_nonpos_of_nonpos_of_nonneg (by linarith) (by positivity)
  have h3 : 1 / D.meanDist ^ 5 * (1 + 15 * D.variance / D.meanDist ^ 2)
      ≤ 1 / D.meanDist ^ 5 *
      (1 + 15 * D.variance / D.meanDist ^ 2 - 35 * D.thirdMoment / D.meanDist ^ 3) :=
    mul_le_mul_of_nonneg_left (by linarith) (by positivity)
  have hK : 0 < 5 / 3 * q * m := by positivity
  rw [avg_tenDq]
  calc tenDq q m D.meanDist * (1 + 15 * D.variance / D.meanDist ^ 2)
      = 5 / 3 * q * m * (1 / D.meanDist ^ 5 * (1 + 15 * D.variance / D.meanDist ^ 2)) := by
        unfold tenDq; ring
    _ < _ := mul_lt_mul_of_pos_left (h3.trans_lt h1) hK

/-- Two distances, 0.9 with weight 3/4 and 1.3 with weight 1/4. -/
def skewedBonds : BondDistribution (Fin 2) where
  weight := ![3 / 4, 1 / 4]
  dist := ![9 / 10, 13 / 10]
  weight_pos := Fin.forall_fin_two.2 ⟨by norm_num, by norm_num⟩
  weight_sum := by rw [Fin.sum_univ_two]; norm_num
  dist_pos := Fin.forall_fin_two.2 ⟨by norm_num, by norm_num⟩

/-- For the skewed pair of distances the mean of `1 / r ^ 5` lies below the estimate that keeps
the variance and drops the third central moment. -/
theorem skewness_needed :
    skewedBonds.avg (fun r => 1 / r ^ 5) < 1 / skewedBonds.meanDist ^ 5 *
      (1 + 15 * skewedBonds.variance / skewedBonds.meanDist ^ 2) := by
  have hR : skewedBonds.meanDist = 1 := by
    norm_num [BondDistribution.meanDist, BondDistribution.avg, skewedBonds, Fin.sum_univ_two]
  have hV : skewedBonds.variance = 3 / 100 := by
    unfold BondDistribution.variance
    rw [hR]
    norm_num [BondDistribution.avg, skewedBonds, Fin.sum_univ_two]
  rw [hR, hV]
  norm_num [BondDistribution.avg, skewedBonds, Fin.sum_univ_two]

end

end LigandFieldDisorder
```

```lean
#print axioms LigandFieldDisorder.disorder_raises_tenDq
#print axioms LigandFieldDisorder.symmetric_disorder_tenDq
#print axioms LigandFieldDisorder.skewness_needed
```

```
'LigandFieldDisorder.disorder_raises_tenDq' depends on axioms: [propext, Classical.choice, Quot.sound]
'LigandFieldDisorder.symmetric_disorder_tenDq' depends on axioms: [propext, Classical.choice, Quot.sound]
'LigandFieldDisorder.skewness_needed' depends on axioms: [propext, Classical.choice, Quot.sound]
```

`inv_pow_five_expansion` proves the cubic expansion by clearing denominators with `field_simp` and comparing polynomials with `ring`; `excess_pos` gives the sign of $E_R$. `meanDist_pos` supplies $R>0$, and `sum_deviation` removes the linear term.

`avg_expansion` multiplies the pointwise identity by each weight and splits the sum into moments. In `moment_bound`, a zero sum of nonnegative terms forces each term to vanish, so every distance equals $R$; `variance_eq_zero_iff` translates this into $s=0$.

`disorder_raises_tenDq` proves the tangent identity inside the proof. `Finset.sum_lt_sum` then needs the weak inequality for every distance and the strict one for a single distance different from $R$, which $s>0$ provides. `avg_tenDq` carries the prefactor through the average, and `skewness_needed` evaluates the two-distance example.

The same Taylor argument applies to other inverse powers, though the file treats only the fifth. For $r^{-3}$ it gives $\langle r^{-3}\rangle\ge R^{-3}(1+6s/R^2-10c/R^3)$, again with equality only at $s=0$.
